# Displacing a bare nucleus couples its 1s orbital to plane waves along the displacement with a 1/q tail

An electron occupies the 1s orbital of a bare point nucleus, and the nucleus moves slightly, as it does in a lattice vibration. To first order in the displacement, how strongly does the changed potential couple the orbital to a plane wave of large wave number $q$? For a wave vector along the displacement, the coupling falls only as $1/q$.

Atomic units are used, and $Z>0$ is the nuclear charge. In electron-phonon work $q$ often denotes the phonon wave vector; here it belongs to the electron's plane wave.

```lean
import Mathlib

open MeasureTheory Set Filter Topology

namespace DisplacedNucleusCoupling

noncomputable section
```

## The orbital, the perturbation and the matrix element

The angular integral will produce the spherical Bessel function usually written $j_1$, here $j(x)=(\sin x-x\cos x)/x^2$.

```lean
/-- The spherical Bessel function of order one, `j(x) = (sin x - x cos x) / x²`, for `x ≠ 0`. -/
def sphericalBessel1 (x : ℝ) : ℝ := (Real.sin x - x * Real.cos x) / x ^ 2
```

The radial part of the coupling is then

$$R(Z,q)=\int_0^\infty j(qr)\,e^{-Zr}\,dr .$$

In Lean, `Ioi (0 : ℝ)` is the half-line $r>0$.

```lean
/-- The radial integral of `j(q r) exp(-Z r)` over all `r > 0`. -/
def radialCoupling (Z q : ℝ) : ℝ :=
  ∫ r in Ioi (0 : ℝ), sphericalBessel1 (q * r) * Real.exp (-Z * r)
```

The normalised orbital is $Ne^{-Zr}$ with $N=\sqrt{Z^3/\pi}$.

```lean
/-- The normalised 1s orbital of a bare nucleus of charge `Z > 0`, in atomic units. -/
def orbital1s (Z r : ℝ) : ℝ := √(Z ^ 3 / Real.pi) * Real.exp (-Z * r)
```

Let $u=\cos\theta$, with $\theta$ measured from the displacement. The potential changes by $-Zu/r^2$ per unit displacement.

```lean
/-- The first-order change `-Z cos θ / r²` of the nuclear potential per unit displacement of the
nucleus, at distance `r > 0` and with `u = cos θ` measured from the displacement. -/
def potentialDerivative (Z r u : ℝ) : ℝ := -Z * u / r ^ 2
```

The matrix element with $e^{i\mathbf q\cdot\mathbf r}$ is

$$M=2\pi\int_0^\infty\!\!\int_{-1}^1 e^{-iqru}\left(-\frac{Zu}{r^2}\right)Ne^{-Zr}\,r^2\,du\,dr .$$

The plane wave has unit amplitude; normalising it to a volume $\Omega$ divides $M$ by $\sqrt\Omega$. The reduction of the three-dimensional integral to this form, with $2\pi$ from the azimuth, is part of the definition and is not derived. The model has one non-relativistic electron, so no other electrons screen the displacement.

```lean
/-- The matrix element of the potential change between a plane wave of wave number `q` along the
displacement and the 1s orbital, in spherical coordinates with `u = cos θ`. -/
def nuclearCoupling (Z q : ℝ) : ℂ :=
  2 * Real.pi * ∫ r in Ioi (0 : ℝ), ∫ u in (-1 : ℝ)..1,
    Complex.exp (-((q : ℂ) * r * u * Complex.I)) * (potentialDerivative Z r u : ℂ)
      * (orbital1s Z r : ℂ) * (r : ℂ) ^ 2
```

## The derivative of the displaced Coulomb potential

If the nucleus moves by $s$, its distance from the electron is $D(s)=\sqrt{r^2-2rus+s^2}$. Hence $D(0)=r$ and $D'(0)=-2ru/(2r)=-u$, so

$$\frac{d}{ds}\left(-\frac{Z}{D}\right)\bigg|_{s=0}=\frac{Z\,D'(0)}{D(0)^2}=-\frac{Zu}{r^2}.$$

`HasDerivAt` states this derivative at each fixed $r>0$. In the proof, `h2` is the derivative of the distance and `h3` applies the quotient rule.

```lean
/-- For `r > 0`, `potentialDerivative` is the derivative at `s = 0` of `-Z / √(r² - 2 r u s + s²)`,
which for `u = cos θ` is the Coulomb potential of a nucleus displaced by `s`. -/
theorem hasDerivAt_displaced_potential (Z u : ℝ) {r : ℝ} (hr : 0 < r) :
    HasDerivAt (fun s : ℝ => -Z / √(r ^ 2 - 2 * r * u * s + s ^ 2))
      (potentialDerivative Z r u) 0 := by
  have hs : √(r ^ 2 - 2 * r * u * 0 + 0 ^ 2) = r := by
    rw [show r ^ 2 - 2 * r * u * 0 + 0 ^ 2 = r ^ 2 by ring, Real.sqrt_sq hr.le]
  have h1 : HasDerivAt (fun s : ℝ => r ^ 2 - 2 * r * u * s + s ^ 2) (-(2 * r * u)) 0 :=
    ((((hasDerivAt_id' (0 : ℝ)).const_mul (2 * r * u)).const_sub (r ^ 2)).fun_add
      (hasDerivAt_pow 2 (0 : ℝ))).congr_deriv (by norm_num)
  have h0 : r ^ 2 - 2 * r * u * 0 + 0 ^ 2 ≠ 0 := by
    rw [show r ^ 2 - 2 * r * u * 0 + 0 ^ 2 = r ^ 2 by ring]
    positivity
  have h2 : HasDerivAt (fun s : ℝ => √(r ^ 2 - 2 * r * u * s + s ^ 2)) (-u) 0 :=
    (h1.sqrt h0).congr_deriv (by simp only [hs]; field_simp)
  have h3 := (hasDerivAt_const (0 : ℝ) (-Z)).fun_div h2 (by rw [hs]; exact hr.ne')
  exact h3.congr_deriv (by simp only [hs, potentialDerivative]; ring)
```

## The angular integral selects the dipole

For $x\ne0$, the function $e^{-ixu}(iu/x+1/x^2)$ has derivative

$$e^{-ixu}\left[-ix\left(\frac{iu}{x}+\frac1{x^2}\right)+\frac ix\right]=u\,e^{-ixu}.$$

Its values at the limits give

$$\int_{-1}^1u\,e^{-ixu}\,du=\frac{2i\cos x}{x}-\frac{2i\sin x}{x^2}=-2i\,j(x).$$

The antiderivative is checked in `hd`, while `e1` and `e2` expand the exponentials at the two ends.

```lean
/-- The dipole component of a plane wave: for `x ≠ 0`, the integral of `u exp(-i x u)` over
`u = cos θ` is `-2 i j(x)`. -/
theorem plane_wave_dipole {x : ℝ} (hx : x ≠ 0) :
    ∫ u in (-1 : ℝ)..1, (u : ℂ) * Complex.exp (-((x : ℂ) * u * Complex.I))
      = -2 * Complex.I * (sphericalBessel1 x : ℂ) := by
  have hx' : (x : ℂ) ≠ 0 := Complex.ofReal_ne_zero.mpr hx
  have hxx : (x : ℂ) * (x : ℂ)⁻¹ = 1 := mul_inv_cancel₀ hx'
  -- an explicit antiderivative
  have hd : ∀ u : ℝ, HasDerivAt (fun u : ℝ => Complex.exp (-((x : ℂ) * u * Complex.I))
      * ((u : ℂ) * Complex.I / x + 1 / (x : ℂ) ^ 2))
      ((u : ℂ) * Complex.exp (-((x : ℂ) * u * Complex.I))) u := by
    intro u
    have h1 : HasDerivAt (fun z : ℂ => Complex.exp (-((x : ℂ) * z * Complex.I)))
        (Complex.exp (-((x : ℂ) * u * Complex.I)) * (-((x : ℂ) * Complex.I))) (u : ℂ) :=
      ((((hasDerivAt_id' (u : ℂ)).const_mul (x : ℂ)).mul_const Complex.I).fun_neg).cexp.congr_deriv
        (by ring)
    have h2 : HasDerivAt (fun z : ℂ => z * Complex.I / x + 1 / (x : ℂ) ^ 2)
        (Complex.I / x) (u : ℂ) :=
      ((((hasDerivAt_id' (u : ℂ)).mul_const Complex.I).div_const (x : ℂ)).add_const
        (1 / (x : ℂ) ^ 2)).congr_deriv (by ring)
    refine HasDerivAt.comp_ofReal ((h1.fun_mul h2).congr_deriv ?_)
    generalize Complex.exp (-((x : ℂ) * u * Complex.I)) = E
    linear_combination (-E * u * x * (x : ℂ)⁻¹) * Complex.I_sq
      + (E * u - E * Complex.I * (x : ℂ)⁻¹) * hxx
  have e1 : Complex.exp (-((x : ℂ) * ((1 : ℝ) : ℂ) * Complex.I))
      = Complex.cos x - Complex.sin x * Complex.I := by
    rw [show -((x : ℂ) * ((1 : ℝ) : ℂ) * Complex.I) = (-(x : ℂ)) * Complex.I by push_cast; ring,
      Complex.exp_mul_I, Complex.cos_neg, Complex.sin_neg]
    ring
  have e2 : Complex.exp (-((x : ℂ) * ((-1 : ℝ) : ℂ) * Complex.I))
      = Complex.cos x + Complex.sin x * Complex.I := by
    rw [show -((x : ℂ) * ((-1 : ℝ) : ℂ) * Complex.I) = (x : ℂ) * Complex.I by push_cast; ring,
      Complex.exp_mul_I]
  rw [intervalIntegral.integral_eq_sub_of_hasDerivAt (fun u _ => hd u)
    (Continuous.intervalIntegrable (by fun_prop) _ _)]
  simp only [e1, e2, sphericalBessel1]
  push_cast
  field_simp
  ring
```

## The Bessel function as a superposition of sines

Integration by parts gives, for $x\neq0$,

$$\int_0^1t\sin(xt)\,dt=\left[\frac{\sin(xt)}{x^2}-\frac{t\cos(xt)}{x}\right]_0^1=j(x).$$

The variable $t$ is an integration parameter, not time.

```lean
/-- For `x ≠ 0`, `j(x)` is a superposition of sines: `j(x) = ∫₀¹ t sin(x t) dt`. -/
theorem sphericalBessel1_eq_integral {x : ℝ} (hx : x ≠ 0) :
    sphericalBessel1 x = ∫ t in (0 : ℝ)..1, t * Real.sin (x * t) := by
  have hd : ∀ t : ℝ, HasDerivAt
      (fun t : ℝ => Real.sin (x * t) / x ^ 2 - t * Real.cos (x * t) / x)
      (t * Real.sin (x * t)) t := by
    intro t
    have h := (hasDerivAt_id' t).const_mul x
    exact ((h.sin.div_const (x ^ 2)).fun_sub
      (((hasDerivAt_id' t).fun_mul h.cos).div_const x)).congr_deriv (by field_simp; ring)
  rw [intervalIntegral.integral_eq_sub_of_hasDerivAt (fun t _ => hd t)
    (Continuous.intervalIntegrable (by fun_prop) _ _)]
  simp only [sphericalBessel1, mul_one, mul_zero, Real.sin_zero, zero_div, zero_mul, sub_zero,
    one_mul]
  field_simp
```

## The Laplace transform of a sine

For real $b$, an antiderivative of $\sin(br)e^{-Zr}$ is

$$-\frac{Z\sin(br)+b\cos(br)}{Z^2+b^2}\,e^{-Zr}.$$

Its modulus is at most $(Z+|b|)e^{-Zr}/(Z^2+b^2)$, so it vanishes at infinity. At $r=0$ it equals $-b/(Z^2+b^2)$. Therefore

$$\int_0^\infty\sin(br)e^{-Zr}\,dr=\frac{b}{Z^2+b^2}.$$

The proof establishes integrability in `hi` and the limit at infinity in `hl`.

```lean
/-- The Laplace transform of a sine: for `Z > 0`, `∫₀^∞ sin(b r) exp(-Z r) dr = b / (Z² + b²)`. -/
theorem laplace_sin {Z : ℝ} (hZ : 0 < Z) (b : ℝ) :
    ∫ r in Ioi (0 : ℝ), Real.sin (b * r) * Real.exp (-Z * r) = b / (Z ^ 2 + b ^ 2) := by
  have hD : 0 < Z ^ 2 + b ^ 2 := by positivity
  have hd : ∀ r ∈ Ici (0 : ℝ), HasDerivAt
      (fun r : ℝ => (-(Z * Real.sin (b * r) + b * Real.cos (b * r)) / (Z ^ 2 + b ^ 2))
        * Real.exp (-Z * r)) (Real.sin (b * r) * Real.exp (-Z * r)) r := by
    intro r _
    have h := (hasDerivAt_id' r).const_mul b
    have h' := ((hasDerivAt_id' r).const_mul (-Z)).exp
    refine (((((h.sin.const_mul Z).fun_add (h.cos.const_mul b)).fun_neg).div_const
      (Z ^ 2 + b ^ 2)).fun_mul h').congr_deriv ?_
    field_simp
    ring
  have hi : IntegrableOn (fun r : ℝ => Real.sin (b * r) * Real.exp (-Z * r)) (Ioi 0) := by
    refine Integrable.mono' (exp_neg_integrableOn_Ioi 0 hZ)
      (Continuous.aestronglyMeasurable (by fun_prop)) (Eventually.of_forall fun r => ?_)
    rw [norm_mul, Real.norm_eq_abs, Real.norm_eq_abs, Real.abs_exp]
    exact mul_le_of_le_one_left (Real.exp_pos _).le (Real.abs_sin_le_one _)
  have he : Tendsto (fun r : ℝ => Real.exp (-Z * r)) atTop (𝓝 0) :=
    Real.tendsto_exp_atBot.comp (tendsto_id.const_mul_atTop_of_neg (neg_lt_zero.mpr hZ))
  -- the antiderivative is a bounded oscillation times a decaying exponential
  have hl : Tendsto
      (fun r : ℝ => (-(Z * Real.sin (b * r) + b * Real.cos (b * r)) / (Z ^ 2 + b ^ 2))
        * Real.exp (-Z * r)) atTop (𝓝 0) := by
    refine squeeze_zero_norm (a := fun r => ((Z + |b|) / (Z ^ 2 + b ^ 2)) * Real.exp (-Z * r))
      (fun r => ?_) (by simpa using he.const_mul ((Z + |b|) / (Z ^ 2 + b ^ 2)))
    rw [norm_mul, Real.norm_eq_abs, Real.norm_eq_abs, Real.abs_exp, abs_div, abs_neg,
      abs_of_pos hD]
    have h1 : |Z * Real.sin (b * r)| ≤ Z := by
      rw [abs_mul, abs_of_pos hZ]
      exact mul_le_of_le_one_right hZ.le (Real.abs_sin_le_one _)
    have h2 : |b * Real.cos (b * r)| ≤ |b| := by
      rw [abs_mul]
      exact mul_le_of_le_one_right (abs_nonneg b) (Real.abs_cos_le_one _)
    have h3 := (abs_add_le (Z * Real.sin (b * r)) (b * Real.cos (b * r))).trans (add_le_add h1 h2)
    gcongr
  rw [integral_Ioi_of_hasDerivAt_of_tendsto' hd hi hl]
  simp only [mul_zero, Real.sin_zero, Real.cos_zero, Real.exp_zero, mul_one, zero_add]
  ring
```

## The radial integral in closed form

Insert the sine representation with $x=qr$. The double integrand is bounded by $t\,e^{-Zr}$, which is integrable over $r>0$, $0<t\le1$, so Fubini's theorem allows the radial integral to be done first. With $b=qt$,

$$R=\int_0^1\frac{q\,t^2}{Z^2+q^2t^2}\,dt
=\frac1q\int_0^1\left(1-\frac{Z^2}{Z^2+q^2t^2}\right)dt
=\frac1q\left(1-\frac Zq\arctan\frac qZ\right).$$

In Lean, `hint` supplies the integrability, `hd` the arctangent antiderivative, and the `calc` chain follows the same order.

```lean
/-- For `Z, q > 0` the radial integral is `(1 - (Z/q) arctan(q/Z)) / q`. -/
theorem radialCoupling_eq {Z q : ℝ} (hZ : 0 < Z) (hq : 0 < q) :
    radialCoupling Z q = (1 - Z / q * Real.arctan (q / Z)) / q := by
  have hint : Integrable
      (Function.uncurry fun r t : ℝ => t * Real.sin (q * r * t) * Real.exp (-Z * r))
      ((volume.restrict (Ioi (0 : ℝ))).prod (volume.restrict (Ioc (0 : ℝ) 1))) := by
    have h2 : IntegrableOn (fun t : ℝ => |t|) (Ioc 0 1) := continuous_abs.integrableOn_Ioc
    refine (Integrable.mul_prod (exp_neg_integrableOn_Ioi 0 hZ) h2).mono'
      (Continuous.aestronglyMeasurable (by unfold Function.uncurry; fun_prop))
      (Eventually.of_forall fun p => ?_)
    simp only [Function.uncurry, norm_mul, Real.norm_eq_abs, Real.abs_exp]
    nlinarith [mul_le_mul_of_nonneg_left (Real.abs_sin_le_one (q * p.1 * p.2))
      (mul_nonneg (abs_nonneg p.2) (Real.exp_pos (-Z * p.1)).le)]
  have hd : ∀ t : ℝ, HasDerivAt (fun t : ℝ => t / q - Z / q ^ 2 * Real.arctan (q * t / Z))
      (t * (q * t / (Z ^ 2 + (q * t) ^ 2))) t := by
    intro t
    refine (((hasDerivAt_id' t).div_const q).fun_sub
      ((((hasDerivAt_id' t).const_mul q).div_const Z).arctan.const_mul
        (Z / q ^ 2))).congr_deriv ?_
    have e : 1 + (q * t / Z) ^ 2 = (Z ^ 2 + (q * t) ^ 2) / Z ^ 2 := by field_simp
    have hpos : Z ^ 2 + (q * t) ^ 2 ≠ 0 := by positivity
    rw [e]
    obtain ⟨D, hD⟩ : ∃ D, D = Z ^ 2 + (q * t) ^ 2 := ⟨_, rfl⟩
    rw [← hD] at hpos ⊢
    field_simp
    rw [hD]
    ring
  calc radialCoupling Z q
      = ∫ r in Ioi (0 : ℝ), ∫ t in Ioc (0 : ℝ) 1,
          t * Real.sin (q * r * t) * Real.exp (-Z * r) := by
        refine setIntegral_congr_fun measurableSet_Ioi fun r hr => ?_
        have hx : q * r ≠ 0 := (mul_pos hq hr).ne'
        rw [integral_mul_const, ← intervalIntegral.integral_of_le zero_le_one,
          sphericalBessel1_eq_integral hx]
    -- Fubini: integrate over the radius first
    _ = ∫ t in Ioc (0 : ℝ) 1, ∫ r in Ioi (0 : ℝ),
          t * Real.sin (q * r * t) * Real.exp (-Z * r) := integral_integral_swap hint
    _ = ∫ t in (0 : ℝ)..1, t * (q * t / (Z ^ 2 + (q * t) ^ 2)) := by
        rw [intervalIntegral.integral_of_le zero_le_one]
        refine setIntegral_congr_fun measurableSet_Ioc fun t _ => ?_
        rw [← laplace_sin hZ (q * t), ← integral_const_mul]
        congr 1
        funext r
        rw [show q * r * t = q * t * r by ring, mul_assoc]
    _ = (1 - Z / q * Real.arctan (q / Z)) / q := by
        rw [intervalIntegral.integral_eq_sub_of_hasDerivAt (fun t _ => hd t)
          (Continuous.intervalIntegrable (continuous_id.mul (Continuous.div (by fun_prop)
            (by fun_prop) (fun t => by positivity))) _ _)]
        simp only [mul_one, mul_zero, zero_div, Real.arctan_zero, sub_zero]
        ring
```

The formula does not extend to negative $Z$. At $Z=-1$, $q=1$ the right-hand side is $1-\pi/4$, but the integrand $j(r)e^{r}$ oscillates with growing amplitude and its integral does not converge.

## The approach to the limit

The closed form gives $1-qR=(Z/q)\arctan(q/Z)$. Since $0<\arctan(q/Z)<\pi/2$ for $Z,q>0$,

$$0<1-qR<\frac{\pi Z}{2q}.$$

```lean
/-- For `Z, q > 0`, `q` times the radial integral lies below 1, by less than `π Z / (2 q)`. -/
theorem radialCoupling_tail_bound {Z q : ℝ} (hZ : 0 < Z) (hq : 0 < q) :
    0 < 1 - q * radialCoupling Z q ∧ 1 - q * radialCoupling Z q < Z * (Real.pi / 2) / q := by
  have h : 1 - q * radialCoupling Z q = Z / q * Real.arctan (q / Z) := by
    rw [radialCoupling_eq hZ hq, mul_div_cancel₀ _ hq.ne']
    ring
  have ha := Real.arctan_strictMono (div_pos hq hZ)
  rw [Real.arctan_zero] at ha
  rw [h]
  refine ⟨mul_pos (div_pos hZ hq) ha, ?_⟩
  calc Z / q * Real.arctan (q / Z) < Z / q * (Real.pi / 2) :=
        mul_lt_mul_of_pos_left (Real.arctan_lt_pi_div_two _) (div_pos hZ hq)
    _ = Z * (Real.pi / 2) / q := by ring
```

Thus $qR$ lies between $1-\pi Z/(2q)$ and $1$, and both bounds tend to $1$. In Lean, `atTop` means $q\to\infty$ and `𝓝 1` means convergence to $1$.

```lean
/-- For `Z > 0`, `q` times the radial integral tends to 1 as `q` grows. -/
theorem tendsto_mul_radialCoupling {Z : ℝ} (hZ : 0 < Z) :
    Tendsto (fun q : ℝ => q * radialCoupling Z q) atTop (𝓝 1) := by
  have hlow : Tendsto (fun q : ℝ => 1 - Z * (Real.pi / 2) / q) atTop (𝓝 1) := by
    have h : Tendsto (fun q : ℝ => Z * (Real.pi / 2) / q) atTop (𝓝 0) :=
      tendsto_const_nhds.div_atTop tendsto_id
    simpa using h.const_sub 1
  refine tendsto_of_tendsto_of_tendsto_of_le_of_le' hlow tendsto_const_nhds ?_ ?_
  · filter_upwards [eventually_gt_atTop 0] with q hq
    linarith [(radialCoupling_tail_bound hZ hq).2]
  · filter_upwards [eventually_gt_atTop 0] with q hq
    linarith [(radialCoupling_tail_bound hZ hq).1]
```

## The full matrix element and its tail

The volume factor $r^2$ cancels the $1/r^2$ of the perturbation. The angular integral at $x=qr$ leaves $2iZN\,j(qr)e^{-Zr}$, and the azimuth contributes $2\pi$:

$$M=4\pi iZN\,R(Z,q).$$

The proof makes this replacement under the radial integral in `hin`.

```lean
/-- For `q > 0`, the matrix element of the nuclear displacement between the plane wave and the 1s
orbital is `4 π i Z √(Z³/π)` times the radial integral. -/
theorem nuclearCoupling_eq (Z : ℝ) {q : ℝ} (hq : 0 < q) :
    nuclearCoupling Z q = 4 * Real.pi * Z * (√(Z ^ 3 / Real.pi) : ℝ) * Complex.I
      * (radialCoupling Z q : ℂ) := by
  have hrad : ∫ r in Ioi (0 : ℝ),
      ((sphericalBessel1 (q * r) * Real.exp (-Z * r) : ℝ) : ℂ) = (radialCoupling Z q : ℂ) :=
    integral_ofReal
  have hin : (∫ r in Ioi (0 : ℝ), ∫ u in (-1 : ℝ)..1,
      Complex.exp (-((q : ℂ) * r * u * Complex.I)) * (potentialDerivative Z r u : ℂ)
        * (orbital1s Z r : ℂ) * (r : ℂ) ^ 2)
      = ∫ r in Ioi (0 : ℝ), (2 * Z * (√(Z ^ 3 / Real.pi) : ℝ) * Complex.I : ℂ)
        * ((sphericalBessel1 (q * r) * Real.exp (-Z * r) : ℝ) : ℂ) := by
    refine setIntegral_congr_fun measurableSet_Ioi fun r hr => ?_
    have hx : q * r ≠ 0 := (mul_pos hq hr).ne'
    have hr' : (r : ℂ) ≠ 0 := Complex.ofReal_ne_zero.mpr (ne_of_gt hr)
    -- the volume factor r² cancels the 1/r² of the perturbation
    calc _ = ∫ u in (-1 : ℝ)..1, (-((Z : ℂ) * (orbital1s Z r : ℂ)))
          * ((u : ℂ) * Complex.exp (-(((q * r : ℝ) : ℂ) * u * Complex.I))) := by
          congr 1
          funext u
          simp only [potentialDerivative]
          push_cast
          generalize Complex.exp (-((q : ℂ) * r * u * Complex.I)) = E
          field_simp
      _ = _ := by
          rw [intervalIntegral.integral_const_mul, plane_wave_dipole hx]
          simp only [orbital1s]
          push_cast
          ring
  rw [nuclearCoupling, hin, integral_const_mul, hrad]
  ring
```

Multiplying by $q$ and using $qR\to1$ gives $qM\to4\pi iZN$. This limit is nonzero, so $M$ decays as $1/q$ and no faster.

```lean
/-- The slow plane-wave tail: for `Z > 0`, `q` times the matrix element tends to
`4 π i Z √(Z³/π)` as `q` grows. -/
theorem tendsto_mul_nuclearCoupling {Z : ℝ} (hZ : 0 < Z) :
    Tendsto (fun q : ℝ => (q : ℂ) * nuclearCoupling Z q) atTop
      (𝓝 (4 * Real.pi * Z * (√(Z ^ 3 / Real.pi) : ℝ) * Complex.I)) := by
  have h := ((Complex.continuous_ofReal.tendsto 1).comp (tendsto_mul_radialCoupling hZ)).const_mul
    (4 * Real.pi * Z * (√(Z ^ 3 / Real.pi) : ℝ) * Complex.I : ℂ)
  rw [Complex.ofReal_one, mul_one] at h
  refine h.congr' ?_
  filter_upwards [eventually_gt_atTop 0] with q hq
  rw [nuclearCoupling_eq Z hq, Function.comp_apply, Complex.ofReal_mul]
  ring

end

end DisplacedNucleusCoupling
```

## The source term in a plane-wave response calculation

In a linear-response calculation for this one-electron model, the Sternheimer equation determines the first-order orbital. With its source term written on the right-hand side, $-M$ is a plane-wave component of that term. A kinetic-energy cutoff $E_c$ keeps wave numbers up to $\sqrt{2E_c}$. For $Z=1$ and $E_c=50$ hartree, the largest is $q=10$, where $qR\approx0.85$; in the tail, halving the last retained component takes about four times the cutoff energy.

A heuristic estimate for the orbital itself divides the source by the kinetic energy $q^2/2$, which gives response coefficients falling as $q^{-3}$. The projector augmented-wave method treats the region near the nucleus with atom-centred functions, so its plane waves need not represent this bare Coulomb source.

```lean
#print axioms DisplacedNucleusCoupling.hasDerivAt_displaced_potential
#print axioms DisplacedNucleusCoupling.nuclearCoupling_eq
#print axioms DisplacedNucleusCoupling.tendsto_mul_nuclearCoupling
```

```
'DisplacedNucleusCoupling.hasDerivAt_displaced_potential' depends on axioms: [propext, Classical.choice, Quot.sound]
'DisplacedNucleusCoupling.nuclearCoupling_eq' depends on axioms: [propext, Classical.choice, Quot.sound]
'DisplacedNucleusCoupling.tendsto_mul_nuclearCoupling' depends on axioms: [propext, Classical.choice, Quot.sound]
```
